# Bounds on the energy error when a hybrid functional is evaluated on the ground state of another mixing fraction

Two isomers can come out in the wrong energetic order when I evaluate a hybrid functional on orbitals converged with a different fraction of exact exchange, and I can't tell how far off each energy is. I converge with a semilocal functional, switch on 25% exact exchange, and compute the energy once without relaxing the orbitals. Is the result always too high? And what limits the error?

## The error is limited by the change in the exchange term

It is never too low, provided that the relaxed state is a true global minimum. If the starting state is one too, the error is at most the change of fraction times the drop in the exchange term between the two states.

Keep the nuclei fixed and let $x$ be a trial state, say a Slater determinant in your basis. Write the energy at mixing fraction $t$ as
$$E_t(x)=A(x)+t\,B(x).$$
Here $A$ is the full semilocal energy and $B$ is exact exchange minus the semilocal exchange it replaces, so "exchange term" means this difference. Let $x_a$ minimize $E_a$ and $x_b$ minimize $E_b$. Your error is $\delta=E_b(x_a)-E_b(x_b)$. Define the reverse error $\delta'=E_a(x_b)-E_a(x_a)$. Adding them cancels $A$:
$$\delta+\delta'=b\,[B(x_a)-B(x_b)]+a\,[B(x_b)-B(x_a)]=(b-a)\,[B(x_a)-B(x_b)].$$
The variational principle at $b$ gives $\delta\ge0$, and at $a$ it gives $\delta'\ge0$. Hence
$$0\le\delta\le(b-a)\,[B(x_a)-B(x_b)].$$
For $a<b$ this also shows $B(x_b)\le B(x_a)$: more admixture never raises the exchange term of the ground state.

The error vanishes exactly when $x_a$ is also a ground state at $b$. It reaches the upper bound exactly when $\delta'=0$, that is, when $x_b$ is also a ground state at $a$. A level crossing does this: take one state with energy $t-a$ and another with energy $0$. They are degenerate at $a$; keeping the first at $b>a$ costs $b-a$, which is the whole bound.

The error is half the bound in a simple linear-response model, where the baseline energy is quadratic in the state and the exchange term is linear. Take $A=\frac k2\|x\|^2$ with stiffness $k>0$ and $B=\langle g,x\rangle$ with a fixed gradient $g$. Completing the square,
$$E_t(x)=\frac k2\left\|x+\frac tk g\right\|^2-\frac{t^2}{2k}\|g\|^2,$$
so $x_t=-(t/k)g$. Then $\delta=(b-a)^2\|g\|^2/(2k)$, while $B(x_a)-B(x_b)=(b-a)\|g\|^2/k$.

## What this means for your isomers

In your calculation $a=0$ and $b=1/4$. The single evaluation gives $A(x_0)+\frac14B(x_0)$, where $x_0$ is the semilocal ground state. If you then continue the hybrid iterations to the ground state, the total drop in energy from that value is $\delta$. With upper bounds $U_1$ and $U_2$ for the two isomers, the error in $E_1-E_2$ lies between $-U_2$ and $U_1$, so it can have either sign.

The upper bound contains $B(x_b)$, which needs the relaxed state; before that, these inequalities give only the sign of $\delta$, unless you have a separate lower bound on $B(x_b)$.

You can also raise the fraction in $n$ equal steps $h$, relaxing to a ground state $x_i$ at each fraction $a+ih$, and add $hB(x_i)$ for $i=0,\dots,n-1$ to $E_a(x_0)$. Each step makes one error of the kind above, at most $h[B(x_i)-B(x_{i+1})]$. These bounds telescope, so the sum overestimates the final energy by at most $h[B(x_0)-B(x_n)]$. For fixed end states and a fixed total change $nh$, that bound falls as $1/n$. As an estimate of the final energy, though, the sum is never better than evaluating the energy at the final fraction $a+nh$ directly on $x_{n-1}$, which makes only the last of these errors.

## The statements in Lean

The trial states form an arbitrary type `X`, with `A` and `B` any real functions on it. `hybridEnergy A B t x` is $E_t(x)$, and `IsGroundState A B t x` says that `x` is a global minimizer, possibly one of several. `substitutionError A B t x y` is $E_t(x)-E_t(y)$, so $\delta$ is `substitutionError A B b xa xb`. The fractions are any real numbers, in either order.

`nonselfconsistent_error_bounds` is the two-sided bound. The linear-response theorems hold in any real inner product space, and `stepped_mixing_error` allows `n = 0` and steps of either sign.

The general bounds assume that the minimizers exist; the level-crossing and linear-response theorems prove it for their models. The step left to you is from a converged self-consistent solution to a global minimizer: iterations may stop at a local minimum or a saddle point. For electronic structure, the bounds therefore apply to hybrids linear in the fraction, with both states global minima over the same trial set.

```lean
import Mathlib

open Finset

namespace HybridMixingError

noncomputable section

variable {X : Type*}

/-- The hybrid energy `A + t B` of a state: baseline energy `A` plus a fraction `t` of the
exchange term `B`. -/
def hybridEnergy (A B : X → ℝ) (t : ℝ) (x : X) : ℝ := A x + t * B x

/-- The state `x` minimizes the hybrid energy at mixing fraction `t` over all trial states. -/
def IsGroundState (A B : X → ℝ) (t : ℝ) (x : X) : Prop :=
  ∀ y, hybridEnergy A B t x ≤ hybridEnergy A B t y

/-- The energy error at mixing fraction `t` made by using the state `x` in place of `y`. -/
def substitutionError (A B : X → ℝ) (t : ℝ) (x y : X) : ℝ :=
  hybridEnergy A B t x - hybridEnergy A B t y

/-- For any two states, the error at `b` of using `xa` for `xb` and the error at `a` of using
`xb` for `xa` add up to the change of fraction times the difference of exchange terms. -/
theorem error_add_reverse_error (A B : X → ℝ) (a b : ℝ) (xa xb : X) :
    substitutionError A B b xa xb + substitutionError A B a xb xa
      = (b - a) * (B xa - B xb) := by
  unfold substitutionError hybridEnergy
  ring

/-- Evaluating the hybrid energy at fraction `b` on the ground state of fraction `a`
overestimates the ground-state energy at `b` by at least zero and at most
`(b - a) (B xa - B xb)`. -/
theorem nonselfconsistent_error_bounds {A B : X → ℝ} {a b : ℝ} {xa xb : X}
    (ha : IsGroundState A B a xa) (hb : IsGroundState A B b xb) :
    0 ≤ substitutionError A B b xa xb ∧
      substitutionError A B b xa xb ≤ (b - a) * (B xa - B xb) := by
  -- the variational principle at each of the two fractions
  have h1 : 0 ≤ substitutionError A B b xa xb := sub_nonneg.mpr (hb xa)
  have h2 : 0 ≤ substitutionError A B a xb xa := sub_nonneg.mpr (ha xb)
  have h3 := error_add_reverse_error A B a b xa xb
  exact ⟨h1, by linarith⟩

/-- If `xb` is a ground state at fraction `b`, using `xa` in its place costs no energy exactly
when `xa` is a ground state at `b` too. -/
theorem error_eq_zero_iff {A B : X → ℝ} {b : ℝ} {xa xb : X}
    (hb : IsGroundState A B b xb) :
    substitutionError A B b xa xb = 0 ↔ IsGroundState A B b xa := by
  unfold substitutionError
  constructor
  · intro h y
    have hy := hb y
    linarith
  · intro h
    have h1 := h xb
    have h2 := hb xa
    linarith

/-- If `xa` is a ground state at fraction `a`, the error at `b` equals the upper bound
`(b - a) (B xa - B xb)` exactly when `xb` is a ground state at `a` too. -/
theorem error_eq_bound_iff {A B : X → ℝ} {a b : ℝ} {xa xb : X}
    (ha : IsGroundState A B a xa) :
    substitutionError A B b xa xb = (b - a) * (B xa - B xb) ↔ IsGroundState A B a xb := by
  -- the gap to the bound is the reverse error at `a`
  have h := error_add_reverse_error A B a b xa xb
  rw [← error_eq_zero_iff ha]
  constructor <;> intro h' <;> linarith

/-- Two levels that cross at fraction `a`: for `a < b` the state `true` is a ground state at `a`,
the state `false` is one at `b`, and the error is `b - a`, equal to the upper bound. -/
theorem level_crossing_attains_bound {a b : ℝ} (hab : a < b) :
    let A : Bool → ℝ := fun s => if s then -a else 0
    let B : Bool → ℝ := fun s => if s then 1 else 0
    IsGroundState A B a true ∧ IsGroundState A B b false ∧
      substitutionError A B b true false = b - a ∧
      (b - a) * (B true - B false) = b - a := by
  intro A B
  refine ⟨?_, ?_, ?_, ?_⟩
  · intro y
    cases y <;> simp [hybridEnergy, A, B]
  · intro y
    cases y
    · exact le_rfl
    · simp only [hybridEnergy, A, B, if_true, Bool.false_eq_true, if_false]
      linarith
  · simp only [substitutionError, hybridEnergy, A, B, if_true, Bool.false_eq_true, if_false]
    ring
  · simp [B]

section LinearResponse

variable {V : Type*} [NormedAddCommGroup V] [InnerProductSpace ℝ V]

/-- A quadratic baseline energy with stiffness `k`. -/
def quadraticBaseline (k : ℝ) (x : V) : ℝ := k / 2 * ‖x‖ ^ 2

/-- An exchange term linear in the state, with gradient `g`. -/
def linearExchange (g : V) (x : V) : ℝ := inner ℝ g x

/-- The displacement `-(t / k) g` of a system of stiffness `k ≠ 0` under `t` times a linear
term with gradient `g`. -/
def responseState (k : ℝ) (g : V) (t : ℝ) : V := (-(t / k)) • g

/-- For positive stiffness, the linear-response displacement minimizes the hybrid energy with
quadratic baseline and linear exchange term. -/
theorem responseState_isGroundState {k : ℝ} (hk : 0 < k) (g : V) (t : ℝ) :
    IsGroundState (quadraticBaseline k) (linearExchange g) t (responseState k g t) := by
  intro y
  have hk' : k ≠ 0 := hk.ne'
  obtain ⟨s, rfl⟩ : ∃ s, t = k * s := ⟨t / k, by field_simp⟩
  have hs : k * s / k = s := by field_simp
  -- complete the square around the displaced minimum
  have h : 0 ≤ ‖y + s • g‖ ^ 2 := sq_nonneg _
  rw [norm_add_sq_real, inner_smul_right, real_inner_comm, norm_smul, mul_pow,
    Real.norm_eq_abs, sq_abs] at h
  have h2 := mul_nonneg (half_pos hk).le h
  simp only [hybridEnergy, quadraticBaseline, linearExchange, responseState, hs, norm_smul,
    inner_smul_right, real_inner_self_eq_norm_sq, mul_pow, Real.norm_eq_abs, sq_abs]
  nlinarith [h2]

/-- With quadratic baseline of positive stiffness and linear exchange term, the displacements at
`a` and `b` are ground states and the non-self-consistent error is exactly half of
`(b - a) (B xa - B xb)`. -/
theorem linear_response_error {k : ℝ} (hk : 0 < k) (g : V) (a b : ℝ) :
    let A : V → ℝ := quadraticBaseline k
    let B : V → ℝ := linearExchange g
    let xa := responseState k g a
    let xb := responseState k g b
    IsGroundState A B a xa ∧ IsGroundState A B b xb ∧
      substitutionError A B b xa xb = (b - a) * (B xa - B xb) / 2 := by
  intro A B xa xb
  refine ⟨responseState_isGroundState hk g a, responseState_isGroundState hk g b, ?_⟩
  have hk' : k ≠ 0 := hk.ne'
  simp only [A, B, xa, xb, substitutionError, hybridEnergy, quadraticBaseline, linearExchange,
    responseState, norm_smul, inner_smul_right, real_inner_self_eq_norm_sq, mul_pow,
    Real.norm_eq_abs, sq_abs]
  field_simp
  ring

end LinearResponse

/-- Change the mixing fraction from `a` in `n` equal steps `h`, with a ground state `x i` at each
fraction `a + i h`. Adding `h B (x i)` at each step to the initial energy overestimates the final
ground-state energy by at least zero and at most `h (B (x 0) - B (x n))`. -/
theorem stepped_mixing_error {A B : X → ℝ} {a h : ℝ} {x : ℕ → X} (n : ℕ)
    (hx : ∀ i ≤ n, IsGroundState A B (a + i * h) (x i)) :
    0 ≤ hybridEnergy A B a (x 0) + h * ∑ i ∈ range n, B (x i)
        - hybridEnergy A B (a + n * h) (x n) ∧
      hybridEnergy A B a (x 0) + h * ∑ i ∈ range n, B (x i)
        - hybridEnergy A B (a + n * h) (x n) ≤ h * (B (x 0) - B (x n)) := by
  induction n with
  | zero => simp
  | succ n ih =>
    have ih' := ih (fun i hi => hx i (by omega))
    -- the last step adds one non-self-consistent error
    have m := nonselfconsistent_error_bounds (hx n (by omega)) (hx (n + 1) le_rfl)
    rw [sum_range_succ]
    simp only [substitutionError, hybridEnergy, Nat.cast_add, Nat.cast_one] at ih' m ⊢
    obtain ⟨i1, i2⟩ := ih'
    obtain ⟨m1, m2⟩ := m
    constructor <;> nlinarith [i1, i2, m1, m2]

end

end HybridMixingError
```

```lean
#print axioms HybridMixingError.error_eq_bound_iff
-- 'HybridMixingError.error_eq_bound_iff' depends on axioms: [propext, Classical.choice, Quot.sound]
#print axioms HybridMixingError.level_crossing_attains_bound
-- 'HybridMixingError.level_crossing_attains_bound' depends on axioms: [propext, Classical.choice, Quot.sound]
#print axioms HybridMixingError.linear_response_error
-- 'HybridMixingError.linear_response_error' depends on axioms: [propext, Classical.choice, Quot.sound]
#print axioms HybridMixingError.stepped_mixing_error
-- 'HybridMixingError.stepped_mixing_error' depends on axioms: [propext, Classical.choice, Quot.sound]
```

## From the identity to the stepped sum

`error_add_reverse_error` is the cancellation of $A$, which `ring` checks after the definitions are unfolded. In the main theorem, `h1` and `h2` are the variational principle at $b$ and at $a$, and `linarith` combines them with the identity.

`error_eq_zero_iff` compares each state with `xb`: a state with the same energy as a minimizer is itself a minimizer. `error_eq_bound_iff` applies this to the reverse error, which is the gap to the upper bound. `level_crossing_attains_bound` uses the two values of `Bool` as the levels, with `true` the state kept from fraction $a$, and checks the energies case by case.

For linear response, `responseState_isGroundState` writes $t=ks$, expands $\|y+sg\|^2\ge0$ and multiplies by $k/2$, which is the completed square. `linear_response_error` then inserts both displacements and simplifies.

The stepped result is an induction on `n`. Going from `n` to `n + 1` adds $E_{a+(n+1)h}(x_n)-E_{a+(n+1)h}(x_{n+1})$ to the accumulated error. The main theorem, applied to these two neighbouring fractions, bounds that term, and adding the inequalities makes the intermediate $B(x_n)$ cancel.
